# The total squared projection error of truncated canonical orthogonalisation is the sum of the discarded overlap eigenvalues

Take two real unit vectors $a_0,a_1$ with overlap $\sigma$, where $0<\sigma<1$. Their overlap matrix has eigenvalues $1+\sigma$ and $1-\sigma$, belonging to the sum and the difference. Keep only the normalised sum, $x=(a_0+a_1)/\sqrt{2(1+\sigma)}$. Projecting either vector onto $x$ gives $(a_0+a_1)/2$, so the remainders are $\pm(a_0-a_1)/2$. Each has squared length $(1-\sigma)/2$, and together they give $1-\sigma$, the discarded eigenvalue.

Electronic-structure calculations meet this situation when a basis set is nearly linearly dependent: small overlap eigenvalues make orthogonalisation ill-conditioned, and the corresponding combinations are dropped. For a finite basis, the theorems below give the resulting loss, summed over the basis functions; they give no bound on the error in an energy.

## Basis functions as columns

```lean
import Mathlib

open Matrix

namespace TruncatedCanonicalOrthogonalisation

noncomputable section

variable {m n k : Type*} [Fintype m] [Fintype n] [Fintype k]
```

The finite index sets are `m` for coordinates, `n` for basis functions and `k` for the vectors of a competing orthonormal set. `Matrix m n ℂ` is the type of complex matrices with rows labelled by `m` and columns by `n`. The basis functions are the columns of such a matrix $A$, written in an orthonormal reference basis. Passing from functions in space to these coordinates is a step left to the reader.

```lean
/-- The squared Frobenius norm: the sum of the squared moduli of all entries. -/
def frobSq (M : Matrix m n ℂ) : ℝ := ∑ i, ∑ j, ‖M i j‖ ^ 2
```

This defines $\|M\|^2=\sum_{ij}|M_{ij}|^2$. For a matrix of remainders, it adds the squared lengths of all the columns.

```lean
/-- The squared Frobenius norm of `M` is the trace of its overlap matrix `Mᴴ M`. -/
theorem frobSq_eq_trace (M : Matrix m n ℂ) : (frobSq M : ℂ) = trace (Mᴴ * M) := by
  simp only [frobSq, trace, diag_apply, mul_apply, conjTranspose_apply]
  push_cast
  refine Finset.sum_comm.trans ?_
  refine Finset.sum_congr rfl fun j _ => Finset.sum_congr rfl fun i _ => ?_
  exact (Complex.conj_mul' (M i j)).symm
```

A theorem's name and hypotheses stand before the colon, its statement after it, and its proof after `:=`. Lean's `ᴴ` is the adjoint, written $\dagger$ here. By hand,
$$\operatorname{tr}(M^\dagger M)=\sum_j\sum_i \overline{M_{ij}}M_{ij}=\|M\|^2 .$$
`Finset.sum_comm` exchanges the two sums.

```lean
variable [DecidableEq n] [DecidableEq k]

/-- The columns of `V` are orthonormal eigenvectors of the overlap matrix `Aᴴ A`,
with eigenvalues `s`. -/
def GramEigen (A : Matrix m n ℂ) (V : Matrix n n ℂ) (s : n → ℝ) : Prop :=
  Vᴴ * V = 1 ∧ Aᴴ * A = V * diagonal (fun j => (s j : ℂ)) * Vᴴ
```

`GramEigen A V s` says that $V^\dagger V=1$ and $A^\dagger A=V\,\mathrm{diag}(s)\,V^\dagger$. The overlap matrix, usually called $S$, is $A^\dagger A$; the real numbers $s_j$ are its eigenvalues and the columns $v_j$ of $V$ its eigenvectors. The eigenvalues need not be sorted.

```lean
/-- The canonical orbitals `x_j = s_j^(-1/2) A v_j`, for `j` in the retained set `J`,
as the columns of a matrix; the domain is `s_j > 0` on `J`. -/
def orbitals (A : Matrix m n ℂ) (V : Matrix n n ℂ) (s : n → ℝ) (J : Finset n) :
    Matrix m J ℂ :=
  of fun i j => (((√(s j))⁻¹ : ℝ) : ℂ) * (A * V) i j
```

For a retained set $J$, the columns are $x_j=s_j^{-1/2}Av_j$. I write $X$ for this matrix. The name `orbitals` means orthogonalised basis functions, not the molecular orbitals of a converged SCF calculation. Textbooks often use $X$ for the coefficient matrix with columns $s_j^{-1/2}v_j$; here $A$ has already been applied.

## Projection and Pythagoras

```lean
/-- A unitary change of basis leaves the squared Frobenius norm unchanged. -/
theorem frobSq_mul_unitary (M : Matrix m n ℂ) {V : Matrix n n ℂ} (hV : Vᴴ * V = 1) :
    frobSq (M * V) = frobSq M := by
  have hV' : V * Vᴴ = 1 := mul_eq_one_comm.mp hV
  have h : (frobSq (M * V) : ℂ) = frobSq M := by
    rw [frobSq_eq_trace, frobSq_eq_trace, conjTranspose_mul, Matrix.mul_assoc,
      trace_mul_comm]
    simp only [Matrix.mul_assoc, hV', Matrix.mul_one]
  exact_mod_cast h
```

Since $V$ is square, $V^\dagger V=1$ also gives $VV^\dagger=1$. Cyclicity of the trace then yields
$$\|MV\|^2=\operatorname{tr}(V^\dagger M^\dagger MV)=\operatorname{tr}(M^\dagger MVV^\dagger)=\|M\|^2 .$$
The calculation runs in the complex numbers, and `exact_mod_cast` returns the result to the reals.

```lean
omit [DecidableEq n] in
/-- Pythagoras: projecting `M` onto the span of the orthonormal columns of `Y` lowers the
squared norm by the weight of the coefficients `Yᴴ M`. -/
theorem projection_residual {Y : Matrix m k ℂ} (hY : Yᴴ * Y = 1) (M : Matrix m n ℂ) :
    frobSq (M - Y * Yᴴ * M) = frobSq M - frobSq (Yᴴ * M) := by
  have key : (M - Y * Yᴴ * M)ᴴ * (M - Y * Yᴴ * M)
      = Mᴴ * M - (Yᴴ * M)ᴴ * (Yᴴ * M) := by
    have e : Yᴴ * (Y * (Yᴴ * M)) = Yᴴ * M := by
      rw [← Matrix.mul_assoc, hY, Matrix.one_mul]
    simp only [conjTranspose_sub, conjTranspose_mul, conjTranspose_conjTranspose,
      Matrix.sub_mul, Matrix.mul_sub, Matrix.mul_assoc, e]
    abel
  have h : (frobSq (M - Y * Yᴴ * M) : ℂ) = frobSq M - frobSq (Yᴴ * M) := by
    rw [frobSq_eq_trace, key, trace_sub, ← frobSq_eq_trace, ← frobSq_eq_trace]
  exact_mod_cast h
```

Let $Y$ have orthonormal columns, $Y^\dagger Y=1$. Then $P=YY^\dagger$ satisfies $P^\dagger=P=P^2$, so
$$(M-PM)^\dagger(M-PM)=M^\dagger M-2M^\dagger PM+M^\dagger P^2M=M^\dagger M-(Y^\dagger M)^\dagger(Y^\dagger M).$$
Taking traces gives $\|M-PM\|^2=\|M\|^2-\|Y^\dagger M\|^2$. In Lean, `key` is the matrix identity and `e` supplies $Y^\dagger YY^\dagger M=Y^\dagger M$.

```lean
omit [DecidableEq n] in
/-- Bessel's inequality: the coefficients of `M` along orthonormal columns `Y` carry at most
the squared norm of `M`. -/
theorem bessel {Y : Matrix m k ℂ} (hY : Yᴴ * Y = 1) (M : Matrix m n ℂ) :
    frobSq (Yᴴ * M) ≤ frobSq M := by
  have h := projection_residual hY M
  have h0 : 0 ≤ frobSq (M - Y * Yᴴ * M) := by
    unfold frobSq
    positivity
  linarith
```

The left side of the previous identity is a sum of squares, so $\|Y^\dagger M\|^2\le\|M\|^2$. `positivity` proves the sign and `linarith` rearranges the inequality.

## Orthonormality of the retained vectors

```lean
variable {A : Matrix m n ℂ} {V : Matrix n n ℂ} {s : n → ℝ} {J : Finset n}

private lemma gram (h : GramEigen A V s) :
    (A * V)ᴴ * (A * V) = diagonal (fun j => (s j : ℂ)) := by
  calc (A * V)ᴴ * (A * V) = Vᴴ * (Aᴴ * A) * V := by
        simp only [conjTranspose_mul, Matrix.mul_assoc]
    _ = (Vᴴ * V) * diagonal (fun j => (s j : ℂ)) * (Vᴴ * V) := by
        rw [h.2]
        simp only [Matrix.mul_assoc]
    _ = _ := by rw [h.1, Matrix.one_mul, Matrix.mul_one]
```

Inserting the eigen-decomposition gives
$$(AV)^\dagger(AV)=(V^\dagger V)\,\mathrm{diag}(s)\,(V^\dagger V)=\mathrm{diag}(s).$$
The vectors $Av_j$ are therefore mutually orthogonal.

```lean
private lemma col_norm (h : GramEigen A V s) (j : n) :
    ∑ i, ‖(A * V) i j‖ ^ 2 = s j := by
  have e := congrFun (congrFun (gram h) j) j
  rw [mul_apply, diagonal_apply_eq] at e
  have h' : ((∑ i, ‖(A * V) i j‖ ^ 2 : ℝ) : ℂ) = (s j : ℂ) := by
    rw [← e]
    push_cast
    exact Finset.sum_congr rfl fun i _ => (Complex.conj_mul' _).symm
  exact_mod_cast h'
```

The diagonal entries say that $\|Av_j\|^2=s_j$. In particular, no $s_j$ is negative.

```lean
omit [DecidableEq n] in
private lemma mul_orbitals {l : Type*} (M : Matrix l m ℂ) (i : l) (j : J) :
    (M * orbitals A V s J) i j = (((√(s j))⁻¹ : ℝ) : ℂ) * (M * (A * V)) i j := by
  rw [mul_apply, mul_apply, Finset.mul_sum]
  refine Finset.sum_congr rfl fun a _ => ?_
  simp only [orbitals, of_apply]
  ring
```

This lemma takes the scale factor out of a product: $(MX)_{ij}=s_j^{-1/2}(MAV)_{ij}$.

```lean
private lemma coeff (h : GramEigen A V s) (i : J) (j : n) :
    ((orbitals A V s J)ᴴ * (A * V)) i j
      = if (i : n) = j then ((√(s i) : ℝ) : ℂ) else 0 := by
  have e : ((orbitals A V s J)ᴴ * (A * V)) i j
      = (((√(s i))⁻¹ : ℝ) : ℂ) * ((A * V)ᴴ * (A * V)) i j := by
    rw [mul_apply, mul_apply, Finset.mul_sum]
    refine Finset.sum_congr rfl fun a _ => ?_
    simp only [orbitals, conjTranspose_apply, of_apply, star_mul', Complex.star_def,
      Complex.conj_ofReal]
    ring
  rw [e, gram h, diagonal_apply]
  split_ifs
  · rw [← Complex.ofReal_mul, inv_mul_eq_div, Real.div_sqrt]
  · rw [mul_zero]
```

For $i\in J$ and any $j$, the overlap of $x_i$ with $Av_j$ is
$$x_i^\dagger Av_j=s_i^{-1/2}s_i\,\delta_{ij}=\sqrt{s_i}\,\delta_{ij}.$$
In `(i : n)`, an element of $J$ is read as an ordinary basis index.

```lean
/-- The canonical orbitals retained with positive overlap eigenvalues are orthonormal. -/
theorem orbitals_orthonormal (h : GramEigen A V s) (hJ : ∀ j ∈ J, 0 < s j) :
    (orbitals A V s J)ᴴ * orbitals A V s J = 1 := by
  ext i j
  rw [mul_orbitals, coeff h, one_apply]
  by_cases hij : i = j
  · subst hij
    rw [if_pos rfl, if_pos rfl, ← Complex.ofReal_mul,
      inv_mul_cancel₀ (Real.sqrt_pos.mpr (hJ i i.2)).ne', Complex.ofReal_one]
  · rw [if_neg (fun e => hij (Subtype.ext e)), if_neg hij, mul_zero]
```

The hypothesis `hJ` says that $s_j>0$ for every retained $j$. Then
$$x_i^\dagger x_j=s_j^{-1/2}\,x_i^\dagger Av_j=s_j^{-1/2}\sqrt{s_i}\,\delta_{ij}=\delta_{ij}.$$
`ext i j` reduces the matrix equation to its entries, and `by_cases` separates $i=j$ from $i\ne j$. A retained zero eigenvalue would give $Av_j=0$, which cannot be normalised.

## The loss equals the discarded eigenvalues

```lean
/-- Projecting `A` onto the canonical orbitals retained with positive overlap eigenvalues
leaves a squared Frobenius residual equal to the sum of the discarded eigenvalues. -/
theorem truncation_residual (h : GramEigen A V s) (hJ : ∀ j ∈ J, 0 < s j) :
    frobSq (A - orbitals A V s J * (orbitals A V s J)ᴴ * A) = ∑ j ∈ Jᶜ, s j := by
  have total : frobSq A = ∑ j, s j := by
    rw [← frobSq_mul_unitary A h.1]
    exact Finset.sum_comm.trans (Finset.sum_congr rfl fun j _ => col_norm h j)
  -- together the retained orbitals capture the sum of the retained eigenvalues
  have captured : frobSq ((orbitals A V s J)ᴴ * A) = ∑ j ∈ J, s j := by
    rw [← frobSq_mul_unitary _ h.1, Matrix.mul_assoc, frobSq, ← Finset.sum_coe_sort J s]
    refine Finset.sum_congr rfl fun i _ => ?_
    simp only [coeff h]
    rw [Finset.sum_eq_single (i : n)]
    · rw [if_pos rfl, Complex.norm_real, Real.norm_eq_abs, sq_abs,
        Real.sq_sqrt (hJ i i.2).le]
    · intro j _ hj
      rw [if_neg (Ne.symm hj)]
      simp
    · exact fun hi => absurd (Finset.mem_univ _) hi
  rw [projection_residual (orbitals_orthonormal h hJ), total, captured]
  have := Finset.sum_add_sum_compl J s
  linarith
```

In words: for any set $J$ of positive eigenvalues, projecting all basis functions onto the retained span leaves a total squared remainder $\sum_{j\notin J}s_j$. Lean writes the complement of $J$ as `Jᶜ`.

The step `total` uses invariance under $V$: $\|A\|^2=\|AV\|^2=\sum_j s_j$. The step `captured` uses the overlaps just found:
$$\|X^\dagger A\|^2=\|X^\dagger AV\|^2=\sum_{i\in J}\sum_j s_i\,\delta_{ij}=\sum_{i\in J}s_i .$$
As $X$ has orthonormal columns, Pythagoras gives
$$\|A-XX^\dagger A\|^2=\sum_j s_j-\sum_{j\in J}s_j=\sum_{j\notin J}s_j .$$

## A threshold makes the choice optimal

```lean
/-- If the retained eigenvalues lie at or above a positive threshold `τ` and the discarded ones
at or below it, no orthonormal set `Y` of at most `|J|` vectors leaves a smaller residual. -/
theorem truncation_optimal (h : GramEigen A V s) {τ : ℝ} (hτ : 0 < τ)
    (hJ : ∀ j ∈ J, τ ≤ s j) (hJc : ∀ j ∉ J, s j ≤ τ)
    {Y : Matrix m k ℂ} (hY : Yᴴ * Y = 1) (hk : Fintype.card k ≤ J.card) :
    frobSq (A - orbitals A V s J * (orbitals A V s J)ᴴ * A)
      ≤ frobSq (A - Y * Yᴴ * A) := by
  have hs0 : ∀ j, 0 ≤ s j := fun j => by
    rw [← col_norm h j]
    positivity
  -- t j is the squared length of the projection of column j of A V onto the span of Y
  obtain ⟨t, ht⟩ : ∃ t : n → ℝ, ∀ j, t j = ∑ i, ‖(Yᴴ * (A * V)) i j‖ ^ 2 :=
    ⟨_, fun _ => rfl⟩
  have ht0 : ∀ j, 0 ≤ t j := fun j => by
    rw [ht]
    positivity
  have hts : ∀ j, t j ≤ s j := fun j => by
    have b := bessel hY (of fun i (_ : Unit) => (A * V) i j)
    have e1 : frobSq (of fun i (_ : Unit) => (A * V) i j) = s j := by
      rw [← col_norm h j]
      simp [frobSq]
    have e2 : frobSq (Yᴴ * of fun i (_ : Unit) => (A * V) i j) = t j := by
      rw [ht]
      simp only [frobSq, Finset.univ_unique, Finset.sum_singleton]
      rfl
    rwa [e1, e2] at b
  -- Bessel's inequality for Y against all orbitals of positive eigenvalue
  have hcap : ∑ j, t j / s j ≤ (J.card : ℝ) := by
    let K : Finset n := Finset.univ.filter fun j => 0 < s j
    have hK : ∀ j ∈ K, 0 < s j := fun j hj => (Finset.mem_filter.mp hj).2
    have e1 : frobSq (Yᴴ * orbitals A V s K) = ∑ j ∈ K, t j / s j := by
      rw [← Finset.sum_coe_sort K (fun j => t j / s j)]
      refine Finset.sum_comm.trans (Finset.sum_congr rfl fun j _ => ?_)
      simp only [mul_orbitals, norm_mul, mul_pow]
      rw [← Finset.mul_sum, ← ht, Complex.norm_real, Real.norm_eq_abs, sq_abs, inv_pow,
        Real.sq_sqrt (hs0 j), inv_mul_eq_div]
    have e2 : ∑ j ∈ K, t j / s j = ∑ j, t j / s j := by
      refine Finset.sum_subset (Finset.subset_univ K) fun j _ hj => ?_
      have hj' : ¬ 0 < s j := fun hp => hj (Finset.mem_filter.mpr ⟨Finset.mem_univ j, hp⟩)
      rw [le_antisymm (not_lt.mp hj') (hs0 j), div_zero]
    have e3 : frobSq (Yᴴ * orbitals A V s K) = frobSq ((orbitals A V s K)ᴴ * Y) := by
      have e : (orbitals A V s K)ᴴ * Y = (Yᴴ * orbitals A V s K)ᴴ := by
        rw [conjTranspose_mul, conjTranspose_conjTranspose]
      rw [e]
      simp only [frobSq, conjTranspose_apply, norm_star]
      exact Finset.sum_comm
    have e4 : frobSq Y = (Fintype.card k : ℝ) := by
      have e : (frobSq Y : ℂ) = (Fintype.card k : ℂ) := by
        rw [frobSq_eq_trace, hY, trace_one]
      exact_mod_cast e
    have b := bessel (orbitals_orthonormal h hK) Y
    have hk' : (Fintype.card k : ℝ) ≤ (J.card : ℝ) := by exact_mod_cast hk
    linarith
  -- compare each captured weight with the threshold
  have hpt : ∀ j, t j ≤ (if j ∈ J then s j - τ else 0) + τ * (t j / s j) := fun j => by
    rcases (hs0 j).eq_or_lt with h0 | h0
    · have hj : j ∉ J := fun hj => by linarith [hJ j hj]
      rw [if_neg hj, ← h0, div_zero]
      linarith [hts j]
    · have hw : t j / s j * s j = t j := div_mul_cancel₀ _ h0.ne'
      have hw0 : 0 ≤ t j / s j := div_nonneg (ht0 j) h0.le
      have hw1 : t j / s j ≤ 1 := (div_le_one h0).mpr (hts j)
      split_ifs with hj
      · nlinarith [mul_nonneg (sub_nonneg.mpr (hJ j hj)) (sub_nonneg.mpr hw1)]
      · nlinarith [mul_nonneg (sub_nonneg.mpr (hJc j hj)) hw0]
  have hsum := Finset.sum_le_sum fun j (_ : j ∈ Finset.univ) => hpt j
  have hite : ∑ j, (if j ∈ J then s j - τ else 0) = ∑ j ∈ J, s j - J.card * τ := by
    simp [Finset.sum_ite_mem, Finset.sum_sub_distrib]
  rw [Finset.sum_add_distrib, hite, ← Finset.mul_sum] at hsum
  have hYA : frobSq (Yᴴ * A) = ∑ j, t j := by
    rw [← frobSq_mul_unitary _ h.1, Matrix.mul_assoc]
    exact Finset.sum_comm.trans (Finset.sum_congr rfl fun j _ => (ht j).symm)
  have total : frobSq A = ∑ j, s j := by
    rw [← frobSq_mul_unitary A h.1]
    exact Finset.sum_comm.trans (Finset.sum_congr rfl fun j _ => col_norm h j)
  rw [truncation_residual h (fun j hj => hτ.trans_le (hJ j hj)),
    projection_residual hY, hYA, total]
  have hc := Finset.sum_add_sum_compl J s
  have hm := mul_le_mul_of_nonneg_left hcap hτ.le
  linarith
```

Here $\tau>0$ is the linear-dependence threshold: retained eigenvalues are at least $\tau$, discarded ones at most $\tau$. The theorem compares $X$ with any orthonormal set $Y$ of at most $|J|$ vectors, including vectors outside the span of the basis. None leaves a smaller total squared remainder.

Let $t_j=\|Y^\dagger Av_j\|^2$, the squared length of the projection of $Av_j$ onto the span of $Y$. Bessel's inequality gives $0\le t_j\le s_j$, which is `hts`. Put $w_j=t_j/s_j$ when $s_j>0$ and $w_j=0$ when $s_j=0$; Lean's convention for division by zero agrees with this. Let $X_K$ contain the vectors $x_j$ for all positive eigenvalues. Bessel's inequality, now with $X_K$ as the orthonormal set, gives `hcap`:
$$\sum_j w_j=\|Y^\dagger X_K\|^2=\|X_K^\dagger Y\|^2\le\|Y\|^2\le|J| .$$
The last step holds because $\|Y\|^2$ is the number of columns of $Y$.

Now write $t_j=(s_j-\tau)w_j+\tau w_j$, with $0\le w_j\le1$. For $j\in J$ the first term is at most $s_j-\tau$; for $j\notin J$ it is at most zero. This is `hpt`, where `nlinarith` handles the products. When $s_j=0$, also $t_j=0$ and the bound is immediate. Summing over $j$,
$$\sum_j t_j\le\sum_{j\in J}s_j-|J|\tau+\tau\sum_j w_j\le\sum_{j\in J}s_j .$$
Since $\|Y^\dagger A\|^2=\sum_j t_j$, the remainder left by $Y$ is $\sum_j s_j-\sum_j t_j\ge\sum_{j\notin J}s_j$.

## Two basis vectors with eigenvalues 4 and 1

```lean
/-- An explicit pair of non-orthogonal basis vectors whose overlap matrix has the
eigenvalues 4 and 1. -/
theorem gramEigen_witness :
    GramEigen !![(6 / 5 : ℂ), 8 / 5; -4 / 5, 3 / 5]
      !![(3 / 5 : ℂ), -4 / 5; 4 / 5, 3 / 5] ![4, 1] := by
  -- the adjoint of a real matrix is its transpose
  have r (a b c d : ℝ) : (!![(a : ℂ), b; c, d])ᴴ = !![(a : ℂ), c; b, d] := by
    ext i j
    fin_cases i <;> fin_cases j <;> simp [conjTranspose_apply]
  have hV : (!![(3 / 5 : ℂ), -4 / 5; 4 / 5, 3 / 5])ᴴ
      = !![(3 / 5 : ℂ), 4 / 5; -4 / 5, 3 / 5] := by
    have e := r (3 / 5) (-4 / 5) (4 / 5) (3 / 5)
    push_cast at e
    exact e
  have hA : (!![(6 / 5 : ℂ), 8 / 5; -4 / 5, 3 / 5])ᴴ
      = !![(6 / 5 : ℂ), -4 / 5; 8 / 5, 3 / 5] := by
    have e := r (6 / 5) (8 / 5) (-4 / 5) (3 / 5)
    push_cast at e
    exact e
  constructor
  · rw [hV]
    ext i j
    fin_cases i <;> fin_cases j <;> norm_num [Matrix.mul_apply, Fin.sum_univ_succ]
  · rw [hA, hV]
    ext i j
    fin_cases i <;> fin_cases j <;>
      norm_num [Matrix.mul_apply, Fin.sum_univ_succ, vecMul_diagonal]

end

end TruncatedCanonicalOrthogonalisation
```

The theorem checks the eigen-decomposition entry by entry for
$$A=\begin{pmatrix}6/5&8/5\\-4/5&3/5\end{pmatrix},\qquad V=\begin{pmatrix}3/5&-4/5\\4/5&3/5\end{pmatrix},\qquad s=(4,1).$$
With Lean's indices starting at 0, multiplication gives $Av_0=(2,0)^T$ and $Av_1=(0,1)^T$. Retaining index 0 gives $x_0=(1,0)^T$. Projection keeps the first row of $A$ and leaves the second, whose squared norm is $16/25+9/25=1=s_1$. The total is $\|A\|^2=5$, so one fifth of the squared weight is lost. With $\tau=2$, the optimality theorem applies to this choice.

These basis vectors have squared lengths $52/25$ and $73/25$. Scaled to unit length, they would have overlap $36/\sqrt{3796}\approx0.584$ and overlap eigenvalues of about $1.584$ and $0.416$. The squared remainder therefore depends on how the basis functions are normalised.

```lean
#print axioms TruncatedCanonicalOrthogonalisation.truncation_residual
#print axioms TruncatedCanonicalOrthogonalisation.truncation_optimal
```

```
'TruncatedCanonicalOrthogonalisation.truncation_residual' depends on axioms: [propext, Classical.choice, Quot.sound]
'TruncatedCanonicalOrthogonalisation.truncation_optimal' depends on axioms: [propext, Classical.choice, Quot.sound]
```
